# Keeping only the nearer of two identical neighbours gives a continuous energy exactly when the continuous one-neighbour term depends only on distance

When a simulation code caps the number of neighbours per atom and keeps the nearest ones, the last neighbour kept and the first one left out can exchange rank between time steps. One enters the sum as the other leaves it, and the energy should not jump at the exchange. The smallest case has two neighbours, of which one is kept.

Let $x$ and $y$ be the positions of two neighbours of the same species relative to the central atom. Let $g$ be the energy of either one as a function of its position, continuous away from the origin. The truncated energy is

$$
F(x,y)=\begin{cases} g(x), & \|x\|<\|y\|,\\ g(y), & \|y\|<\|x\|,\\ g(x)\text{ or }g(y), & \|x\|=\|y\|,\end{cases}
$$

where any fixed rule decides the last line. On pairs of distinct nonzero positions,

$$
F \text{ is continuous} \iff g(x)=g(y)\ \text{ whenever } \|x\|=\|y\|.
$$

## Where a capped neighbour list relies on this

In molecular dynamics, a jump in the potential energy that the forces do not register spoils energy conservation. For this model of one centre and two neighbours of the same species, a distance-only term passes the exchange without a jump. A direction-dependent term jumps at some exchange, and changing the tie-breaking rule does not repair it. Neighbours of different species have different terms, and the energy can then jump even if each term depends only on distance, because the two terms need not agree at a tie. The same question arises for machine-learned potentials with capped neighbour lists, although their terms usually involve several neighbours at once.

## Stretching one neighbour at a tie

**Unequal distances.** If $\|x\|<\|y\|$, the strict inequality persists for all nearby pairs $(x',y')$. There $F(x',y')=g(x')$, which is continuous because $x\neq0$. The other case is the same with the neighbours exchanged.

**Equal distances, necessity.** Let $\|x\|=\|y\|=r>0$ and let $F$ be continuous at $(x,y)$. For $t>0$ we have $\|(1+t)y\|=(1+t)r>r$, so the first neighbour is nearer and $F(x,(1+t)y)=g(x)$. Letting $t\to0^+$ gives $F(x,y)=g(x)$. Stretching $x$ instead gives $F((1+t)x,y)=g(y)$, hence $F(x,y)=g(y)$. Therefore $g(x)=g(y)$.

**Equal distances, sufficiency.** Let $g(x)=g(y)=c$. Then $F(x,y)=c$ whatever the rule selects. Given $\varepsilon>0$, both $g(x')$ and $g(y')$ lie within $\varepsilon$ of $c$ for $(x',y')$ close to $(x,y)$. Since $F(x',y')$ is one of them, it does too.

**All configurations.** The distinct nonzero pairs form an open set, so continuity on it means continuity at each of its points. If $F$ is continuous there and $\|x\|=\|y\|$, then either $x=y$ and nothing is to be shown, or both positions are nonzero and the tie argument applies. Conversely, if $g$ depends only on distance, every configuration falls under one of the two sufficient cases.

**Pair-potential form.** If the space contains a nonzero vector, choose a unit vector $e$ and set $\varphi(r)=g(re)$, which is continuous for $r>0$. When $F$ is continuous, $g(x)=\varphi(\|x\|)$ for $x\ne0$, so $F(x,y)=\varphi(\min(\|x\|,\|y\|))$. Conversely, any energy of this form with $\varphi$ continuous on $r>0$ is continuous.

**Linear terms.** If $g=l$ is linear and $F$ is continuous, the equal distances of $x$ and $-x$ give $l(x)=l(-x)=-l(x)$, so $l=0$. A single Cartesian component of the displacement therefore always gives a discontinuous $F$.

## The Lean file

```lean
import Mathlib

open Filter Topology

namespace NearestNeighbourTruncation

noncomputable section

variable {E : Type*} [NormedAddCommGroup E]

/-- Configurations of two neighbours at distinct positions, both different from the
position of the central atom, which is the origin. -/
def configurations (E : Type*) [NormedAddCommGroup E] : Set (E × E) :=
  {p | p.1 ≠ 0 ∧ p.2 ≠ 0 ∧ p.1 ≠ p.2}

/-- The energy `g` of the nearer neighbour; when both are equally far, the rule `pick`
selects the first neighbour (`true`) or the second (`false`). -/
def nearestEnergy (g : E → ℝ) (pick : E × E → Bool) (p : E × E) : ℝ :=
  if ‖p.1‖ < ‖p.2‖ then g p.1
  else if ‖p.2‖ < ‖p.1‖ then g p.2
  else if pick p = true then g p.1 else g p.2

/-- If the first neighbour is strictly nearer, the energy is `g` at the first neighbour. -/
theorem nearestEnergy_of_lt (g : E → ℝ) (pick : E × E → Bool) {p : E × E}
    (h : ‖p.1‖ < ‖p.2‖) : nearestEnergy g pick p = g p.1 := by
  rw [nearestEnergy, if_pos h]

/-- If the second neighbour is strictly nearer, the energy is `g` at the second neighbour. -/
theorem nearestEnergy_of_gt (g : E → ℝ) (pick : E × E → Bool) {p : E × E}
    (h : ‖p.2‖ < ‖p.1‖) : nearestEnergy g pick p = g p.2 := by
  rw [nearestEnergy, if_neg (not_lt_of_ge h.le), if_pos h]

/-- In every configuration the energy is `g` at one of the two neighbours. -/
theorem nearestEnergy_eq_or (g : E → ℝ) (pick : E × E → Bool) (p : E × E) :
    nearestEnergy g pick p = g p.1 ∨ nearestEnergy g pick p = g p.2 := by
  unfold nearestEnergy
  split_ifs <;> simp

/-- For `g` continuous away from the origin, the energy is continuous at every
configuration of two nonzero positions with different distances. -/
theorem continuousAt_of_norm_ne {g : E → ℝ} (hg : ContinuousOn g {0}ᶜ)
    (pick : E × E → Bool) {p : E × E} (h1 : p.1 ≠ 0) (h2 : p.2 ≠ 0)
    (hne : ‖p.1‖ ≠ ‖p.2‖) : ContinuousAt (nearestEnergy g pick) p := by
  rcases lt_or_gt_of_ne hne with h | h
  · -- the first neighbour stays the nearer one in a whole neighbourhood
    have hgx : ContinuousAt g p.1 := hg.continuousAt (isOpen_compl_singleton.mem_nhds h1)
    have hc : ContinuousAt (fun q : E × E => g q.1) p :=
      hgx.tendsto.comp (continuous_fst.tendsto p)
    refine hc.congr ?_
    filter_upwards [(isOpen_lt continuous_fst.norm continuous_snd.norm).mem_nhds h] with q hq
    exact (nearestEnergy_of_lt g pick hq).symm
  · have hgy : ContinuousAt g p.2 := hg.continuousAt (isOpen_compl_singleton.mem_nhds h2)
    have hc : ContinuousAt (fun q : E × E => g q.2) p :=
      hgy.tendsto.comp (continuous_snd.tendsto p)
    refine hc.congr ?_
    filter_upwards [(isOpen_lt continuous_snd.norm continuous_fst.norm).mem_nhds h] with q hq
    exact (nearestEnergy_of_gt g pick hq).symm

variable [NormedSpace ℝ E]

/-- Let `g` be continuous away from the origin. At two nonzero positions of equal distance
the energy is continuous exactly when `g` has the same value at both. -/
theorem continuousAt_tie_iff {g : E → ℝ} (hg : ContinuousOn g {0}ᶜ)
    (pick : E × E → Bool) {x y : E} (hx : x ≠ 0) (hxy : ‖x‖ = ‖y‖) :
    ContinuousAt (nearestEnergy g pick) (x, y) ↔ g x = g y := by
  have px : 0 < ‖x‖ := norm_pos_iff.2 hx
  have py : 0 < ‖y‖ := hxy ▸ px
  have hy : y ≠ 0 := norm_pos_iff.1 py
  -- stretching a nonzero vector makes it longer
  have stretch : ∀ (v : E) (t : ℝ), 0 < ‖v‖ → 0 < t → ‖v‖ < ‖(1 + t) • v‖ := by
    intro v t hv ht
    rw [norm_smul, Real.norm_of_nonneg (by linarith)]
    nlinarith [mul_pos ht hv]
  constructor
  · intro hF
    -- move the second neighbour outwards: the energy is constantly `g x`
    have hleft : nearestEnergy g pick (x, y) = g x := by
      have hc : Continuous (fun t : ℝ => (x, (1 + t) • y)) := by fun_prop
      have h0 := hc.tendsto 0
      simp only [add_zero, one_smul] at h0
      have h1 := hF.tendsto.comp (h0.mono_left (nhdsWithin_le_nhds (s := Set.Ioi 0)))
      refine tendsto_nhds_unique h1 (tendsto_const_nhds.congr' ?_)
      filter_upwards [self_mem_nhdsWithin] with t ht
      exact (nearestEnergy_of_lt g pick (p := (x, (1 + t) • y))
        (hxy.trans_lt (stretch y t py ht))).symm
    -- move the first neighbour outwards: the energy is constantly `g y`
    have hright : nearestEnergy g pick (x, y) = g y := by
      have hc : Continuous (fun t : ℝ => ((1 + t) • x, y)) := by fun_prop
      have h0 := hc.tendsto 0
      simp only [add_zero, one_smul] at h0
      have h1 := hF.tendsto.comp (h0.mono_left (nhdsWithin_le_nhds (s := Set.Ioi 0)))
      refine tendsto_nhds_unique h1 (tendsto_const_nhds.congr' ?_)
      filter_upwards [self_mem_nhdsWithin] with t ht
      exact (nearestEnergy_of_gt g pick (p := ((1 + t) • x, y))
        (hxy.symm.trans_lt (stretch x t px ht))).symm
    exact hleft.symm.trans hright
  · intro h
    have hgx : ContinuousAt g x := hg.continuousAt (isOpen_compl_singleton.mem_nhds hx)
    have hgy : ContinuousAt g y := hg.continuousAt (isOpen_compl_singleton.mem_nhds hy)
    have t1 : Tendsto (fun q : E × E => g q.1) (𝓝 (x, y)) (𝓝 (g x)) :=
      hgx.tendsto.comp (continuous_fst.tendsto (x, y))
    have t2 : Tendsto (fun q : E × E => g q.2) (𝓝 (x, y)) (𝓝 (g y)) :=
      hgy.tendsto.comp (continuous_snd.tendsto (x, y))
    rw [← h] at t2
    have hval : nearestEnergy g pick (x, y) = g x := by
      rcases nearestEnergy_eq_or g pick (x, y) with e | e
      · exact e
      · exact e.trans h.symm
    -- both candidate values have the same limit, so the selected one has it too
    change Tendsto (nearestEnergy g pick) (𝓝 (x, y)) (𝓝 (nearestEnergy g pick (x, y)))
    rw [hval]
    intro s hs
    change ∀ᶠ q in 𝓝 (x, y), nearestEnergy g pick q ∈ s
    filter_upwards [t1 hs, t2 hs] with q q1 q2
    rcases nearestEnergy_eq_or g pick q with e | e
    · rw [e]; exact q1
    · rw [e]; exact q2

/-- For `g` continuous away from the origin and any tie-breaking rule, the nearest-neighbour
energy is continuous on distinct nonzero pairs exactly when `g` depends only on distance. -/
theorem continuousOn_iff_radial {g : E → ℝ} (hg : ContinuousOn g {0}ᶜ)
    (pick : E × E → Bool) :
    ContinuousOn (nearestEnergy g pick) (configurations E) ↔
      ∀ x y : E, ‖x‖ = ‖y‖ → g x = g y := by
  constructor
  · intro h x y hxy
    by_cases hne : x = y
    · rw [hne]
    have hx : x ≠ 0 := by
      rintro rfl
      exact hne (norm_eq_zero.1 (hxy.symm.trans norm_zero)).symm
    have hy : y ≠ 0 := norm_pos_iff.1 (hxy ▸ norm_pos_iff.2 hx)
    have hopen : IsOpen (configurations E) :=
      (isOpen_ne_fun continuous_fst continuous_const).inter
        ((isOpen_ne_fun continuous_snd continuous_const).inter
          (isOpen_ne_fun continuous_fst continuous_snd))
    exact (continuousAt_tie_iff hg pick hx hxy).1
      (h.continuousAt (hopen.mem_nhds ⟨hx, hy, hne⟩))
  · rintro h ⟨x, y⟩ ⟨hx, hy, _⟩
    by_cases hxy : ‖x‖ = ‖y‖
    · exact ((continuousAt_tie_iff hg pick hx hxy).2 (h x y hxy)).continuousWithinAt
    · exact (continuousAt_of_norm_ne hg pick hx hy hxy).continuousWithinAt

/-- In a space of nonzero dimension, with `g` continuous away from the origin, the energy is
continuous on distinct nonzero pairs exactly when it is there a continuous function of the shorter
distance. -/
theorem continuousOn_iff_pair_potential [Nontrivial E] {g : E → ℝ}
    (hg : ContinuousOn g {0}ᶜ) (pick : E × E → Bool) :
    ContinuousOn (nearestEnergy g pick) (configurations E) ↔
      ∃ φ : ℝ → ℝ, ContinuousOn φ (Set.Ioi 0) ∧
        ∀ p ∈ configurations E, nearestEnergy g pick p = φ (min ‖p.1‖ ‖p.2‖) := by
  constructor
  · intro h
    have hr := (continuousOn_iff_radial hg pick).1 h
    obtain ⟨v, hv⟩ := exists_ne (0 : E)
    -- read off the profile along a unit vector
    obtain ⟨e, he⟩ : ∃ e : E, ‖e‖ = 1 :=
      ⟨‖v‖⁻¹ • v, by rw [norm_smul, norm_inv, norm_norm, inv_mul_cancel₀ (norm_ne_zero_iff.2 hv)]⟩
    have he0 : e ≠ 0 := norm_pos_iff.1 (by rw [he]; exact one_pos)
    have key : ∀ x : E, g x = g (‖x‖ • e) := fun x =>
      hr _ _ (by rw [norm_smul, norm_norm, he, mul_one])
    refine ⟨fun r => g (r • e), ?_, ?_⟩
    · have hc : Continuous (fun r : ℝ => r • e) := by fun_prop
      exact hg.comp hc.continuousOn
        (fun r hr' => smul_ne_zero (Set.mem_Ioi.1 hr').ne' he0)
    · intro p _
      change nearestEnergy g pick p = g (min ‖p.1‖ ‖p.2‖ • e)
      rcases le_total ‖p.1‖ ‖p.2‖ with l | l
      · rw [min_eq_left l, ← key]
        rcases l.lt_or_eq with l | l
        · exact nearestEnergy_of_lt g pick l
        · exact (nearestEnergy_eq_or g pick p).elim id (fun q => q.trans (hr _ _ l.symm))
      · rw [min_eq_right l, ← key]
        rcases l.lt_or_eq with l | l
        · exact nearestEnergy_of_gt g pick l
        · exact (nearestEnergy_eq_or g pick p).elim (fun q => q.trans (hr _ _ l.symm)) id
  · rintro ⟨φ, hφ, h⟩
    have hc : ContinuousOn (fun p : E × E => φ (min ‖p.1‖ ‖p.2‖)) (configurations E) :=
      hφ.comp (continuous_fst.norm.min continuous_snd.norm).continuousOn
        (fun p hp => lt_min (norm_pos_iff.2 hp.1) (norm_pos_iff.2 hp.2.1))
    exact hc.congr (fun p hp => h p hp)

/-- If `g` is a nonzero continuous linear function of position, the nearest-neighbour energy
is discontinuous on distinct nonzero pairs for every tie-breaking rule. -/
theorem linear_not_continuousOn (l : E →L[ℝ] ℝ) (hl : l ≠ 0) (pick : E × E → Bool) :
    ¬ ContinuousOn (nearestEnergy (fun x => l x) pick) (configurations E) := by
  intro h
  have hr := (continuousOn_iff_radial l.continuous.continuousOn pick).1 h
  apply hl
  ext x
  -- opposite positions are equally far but have opposite values
  have hx : l x = l (-x) := hr x (-x) (norm_neg x).symm
  rw [map_neg] at hx
  change l x = 0
  linarith

end

end NearestNeighbourTruncation
```

```lean
#print axioms NearestNeighbourTruncation.continuousOn_iff_radial
-- 'NearestNeighbourTruncation.continuousOn_iff_radial' depends on axioms: [propext, Classical.choice, Quot.sound]
#print axioms NearestNeighbourTruncation.continuousOn_iff_pair_potential
-- 'NearestNeighbourTruncation.continuousOn_iff_pair_potential' depends on axioms: [propext, Classical.choice, Quot.sound]
#print axioms NearestNeighbourTruncation.linear_not_continuousOn
-- 'NearestNeighbourTruncation.linear_not_continuousOn' depends on axioms: [propext, Classical.choice, Quot.sound]
```

## What is checked, and for which energies

`E` is any real normed space. For ordinary space take `EuclideanSpace ℝ (Fin 3)`, since Mathlib gives `Fin 3 → ℝ` the maximum norm. `nearestEnergy g pick` is $F$, and `configurations E` is the set of distinct nonzero pairs. The hypothesis `ContinuousOn g {0}ᶜ` allows $g$ to diverge at the central atom, as a repulsive core does. The Boolean function `pick` may depend on the configuration in any way, even discontinuously, but not on the trajectory's history.

`continuousOn_iff_radial` is the main equivalence. `continuousOn_iff_pair_potential` adds the form $\varphi(\min(\|x\|,\|y\|))$ and assumes `Nontrivial E`, which for $\mathbb R^d$ means $d\ge1$. `linear_not_continuousOn` is the statement on linear terms.

The proofs follow the derivation:

- `nearestEnergy_of_lt` and `nearestEnergy_of_gt` evaluate the strict cases, and `nearestEnergy_eq_or` says that $F$ is always one of the two candidates.
- `continuousAt_of_norm_ne` treats unequal distances. `isOpen_lt` supplies the neighbourhood on which the nearer neighbour stays nearer.
- `continuousAt_tie_iff` treats ties. Its steps `hleft` and `hright` are the two stretching limits, each closed by uniqueness of limits (`tendsto_nhds_unique`). In the converse, `t1` and `t2` are the limits of the two candidates.
- `continuousOn_iff_radial` uses openness of the configuration set (`hopen`) and splits into ties and non-ties. The last two theorems apply it, with a unit vector `e` and with the pair `x`, `-x`.

The step left to the user is from one centre to a whole system: the total energy sums over many centres, and jumps from different centres could cancel. The theorems also concern energies, not forces. With a differentiable $\varphi$ and $\varphi'(r)\neq0$, the force on a neighbour still switches on or off as it passes a tie at distance $r$.

## Keeping $k$ of $n$ neighbours

The same argument extends to $\sum g$ over the $k$ nearest of $n$ distinct nonzero neighbours, with $1\le k<n$; this extension is argued here in prose and is absent from the Lean code. For necessity, place $k-1$ neighbours strictly nearer than a tied pair and the remaining $n-k-1$ strictly farther, then stretch each member of the pair in turn. For sufficiency, only neighbours tied at the $k$-th distance can enter or leave the sum nearby; the number of them kept is fixed, and their energies share one limit. The sum is therefore continuous exactly when $g$ depends only on distance.
